# Power iteration: the limiting prefactor of the Rayleigh-quotient error

Start power iteration with an operator $A$ from a finite sum $\psi=\sum_i c_i b_i$ of orthonormal eigenvectors with real eigenvalues $l_i$, where $c_g\neq0$, $|l_g|>|l_s|>0$ and every other $|l_i|$ is smaller than $|l_s|$. If $R_k$ is the Rayleigh quotient of $A$ in $A^k\psi$, then $(l_g-R_k)(l_g/l_s)^{2k}$ tends to $(l_g-l_s)|c_s|^2/|c_g|^2$.

```lean
import Mathlib

open Filter Topology Matrix

namespace PowerIterationEnergyRate

noncomputable section

variable {ι : Type*} [Fintype ι]

/-- Energy of the `k`-th power iterate, written with eigenvalues `l i` and real
coefficients `c i`. Its domain is a nonzero denominator, that is, a nonzero iterate. -/
def iterateEnergy (l c : ι → ℝ) (k : ℕ) : ℝ :=
  (∑ i, l i ^ (2 * k + 1) * c i ^ 2) / (∑ i, l i ^ (2 * k) * c i ^ 2)

/-- If the start vector has a component on a level `g` of nonzero eigenvalue, the energy
error relative to `g` is the mean of the gaps `l g - l i` over the iterate's populations. -/
theorem energy_error (l c : ι → ℝ) {g : ι} (hg : l g ≠ 0) (hc : c g ≠ 0) (k : ℕ) :
    l g - iterateEnergy l c k =
      (∑ i, (l g - l i) * l i ^ (2 * k) * c i ^ 2) / (∑ i, l i ^ (2 * k) * c i ^ 2) := by
  -- the component on `g` keeps the norm of the iterate positive
  have hD : 0 < ∑ i, l i ^ (2 * k) * c i ^ 2 := by
    refine Finset.sum_pos' (fun i _ => ?_) ⟨g, Finset.mem_univ g, ?_⟩
    · rw [pow_mul]; positivity
    · rw [pow_mul]; positivity
  have hN : ∑ i, (l g - l i) * l i ^ (2 * k) * c i ^ 2 =
      l g * (∑ i, l i ^ (2 * k) * c i ^ 2) - ∑ i, l i ^ (2 * k + 1) * c i ^ 2 := by
    rw [Finset.mul_sum, ← Finset.sum_sub_distrib]
    exact Finset.sum_congr rfl fun i _ => by ring
  rw [hN, sub_div, mul_div_cancel_right₀ _ hD.ne', iterateEnergy]

/-- For `|x| ≤ |y|` and `y ≠ 0`, the even powers of `x / y` tend to one if the moduli
agree and to zero otherwise. -/
theorem ratio_limit {x y : ℝ} (hy : y ≠ 0) (h : |x| ≤ |y|) :
    Tendsto (fun k : ℕ => (x / y) ^ (2 * k)) atTop (𝓝 (if |x| = |y| then 1 else 0)) := by
  split_ifs with e
  · have h1 : (x / y) ^ 2 = 1 := by
      rw [div_pow, ← sq_abs x, e, sq_abs]
      exact div_self (pow_ne_zero 2 hy)
    simp only [pow_mul, h1, one_pow]
    exact tendsto_const_nhds
  · have h1 : (x / y) ^ 2 < 1 := by
      rw [div_pow, div_lt_one (by positivity)]
      exact sq_lt_sq.mpr (lt_of_le_of_ne h e)
    simp only [pow_mul]
    exact tendsto_pow_atTop_nhds_zero_of_lt_one (sq_nonneg _) h1

/-- Let `l g` be strictly dominant in modulus, `c g ≠ 0`, and let `|l s| > 0` be the largest modulus
among the other levels. The energy error times `(l g / l s) ^ (2 * k)` tends to the sum of
`(l g - l i) * c i ^ 2` over all levels of modulus `|l s|`, divided by `c g ^ 2`. -/
theorem shell_energy_rate (l c : ι → ℝ) {g s : ι} (hc : c g ≠ 0) (hs : l s ≠ 0)
    (hgap : |l s| < |l g|) (hle : ∀ i, i ≠ g → |l i| ≤ |l s|) :
    Tendsto (fun k : ℕ => (l g - iterateEnergy l c k) * (l g / l s) ^ (2 * k)) atTop
      (𝓝 ((∑ i with |l i| = |l s|, (l g - l i) * c i ^ 2) / c g ^ 2)) := by
  have hg : l g ≠ 0 := abs_pos.mp ((abs_nonneg _).trans_lt hgap)
  -- numerator: only the shell of modulus `|l s|` survives
  have hnum : Tendsto (fun k : ℕ => ∑ i, (l g - l i) * (l i / l s) ^ (2 * k) * c i ^ 2) atTop
      (𝓝 (∑ i with |l i| = |l s|, (l g - l i) * c i ^ 2)) := by
    rw [Finset.sum_filter]
    refine tendsto_finsetSum _ fun i _ => ?_
    by_cases hi : i = g
    · simp [hi]
    · have e : (if |l i| = |l s| then (l g - l i) * c i ^ 2 else 0) =
          (l g - l i) * (if |l i| = |l s| then 1 else 0) * c i ^ 2 := by
        split_ifs <;> simp
      rw [e]
      exact ((ratio_limit hs (hle i hi)).const_mul (l g - l i)).mul_const (c i ^ 2)
  -- denominator: only the dominant level survives
  have hden : Tendsto (fun k : ℕ => ∑ i, (l i / l g) ^ (2 * k) * c i ^ 2) atTop
      (𝓝 (c g ^ 2)) := by
    have e : ∑ i, (if |l i| = |l g| then (1 : ℝ) else 0) * c i ^ 2 = c g ^ 2 := by
      rw [Finset.sum_eq_single g]
      · rw [if_pos rfl, one_mul]
      · intro i _ hi
        rw [if_neg ((hle i hi).trans_lt hgap).ne, zero_mul]
      · intro h
        exact absurd (Finset.mem_univ g) h
    rw [← e]
    refine tendsto_finsetSum _ fun i _ => (ratio_limit hg ?_).mul_const (c i ^ 2)
    by_cases hi : i = g
    · rw [hi]
    · exact (hle i hi).trans hgap.le
  have key : ∀ N D a b : ℝ, N / b / (D / a) = N / D * (a / b) := by
    intro N D a b
    rw [div_div_div_eq, div_mul_div_comm, mul_comm b D]
  have hk : ∀ k : ℕ, (∑ i, (l g - l i) * (l i / l s) ^ (2 * k) * c i ^ 2) /
      (∑ i, (l i / l g) ^ (2 * k) * c i ^ 2) =
      (l g - iterateEnergy l c k) * (l g / l s) ^ (2 * k) := by
    intro k
    have hN : ∑ i, (l g - l i) * (l i / l s) ^ (2 * k) * c i ^ 2 =
        (∑ i, (l g - l i) * l i ^ (2 * k) * c i ^ 2) / l s ^ (2 * k) := by
      rw [Finset.sum_div]
      refine Finset.sum_congr rfl fun i _ => ?_
      rw [div_pow]
      ring
    have hE : ∑ i, (l i / l g) ^ (2 * k) * c i ^ 2 =
        (∑ i, l i ^ (2 * k) * c i ^ 2) / l g ^ (2 * k) := by
      rw [Finset.sum_div]
      refine Finset.sum_congr rfl fun i _ => ?_
      rw [div_pow]
      ring
    rw [hN, hE, key, energy_error l c hg hc, div_pow]
  exact (hnum.div hden (pow_ne_zero 2 hc)).congr hk

/-- Exact energy rate: if `|l g| > |l s| > 0`, all other eigenvalues are smaller in modulus
than `l s`, and `c g ≠ 0`, the energy error times `(l g / l s) ^ (2 * k)` tends to
`(l g - l s) * c s ^ 2 / c g ^ 2`. -/
theorem exact_energy_rate (l c : ι → ℝ) {g s : ι} (hc : c g ≠ 0) (hs : l s ≠ 0)
    (hgap : |l s| < |l g|) (hrest : ∀ i, i ≠ g → i ≠ s → |l i| < |l s|) :
    Tendsto (fun k : ℕ => (l g - iterateEnergy l c k) * (l g / l s) ^ (2 * k)) atTop
      (𝓝 ((l g - l s) * c s ^ 2 / c g ^ 2)) := by
  have hsum : (∑ i with |l i| = |l s|, (l g - l i) * c i ^ 2) = (l g - l s) * c s ^ 2 := by
    rw [Finset.sum_filter, Finset.sum_eq_single s]
    · rw [if_pos rfl]
    · intro i _ hi
      refine if_neg ?_
      by_cases h : i = g
      · rw [h]; exact hgap.ne'
      · exact (hrest i h hi).ne
    · intro h
      exact absurd (Finset.mem_univ s) h
  rw [← hsum]
  refine shell_energy_rate l c hc hs hgap fun i hi => ?_
  by_cases h : i = s
  · rw [h]
  · exact (hrest i hi h).le

/-- If `|l g| > |l s| > 0`, all other eigenvalues are smaller in modulus than `l s`, and both `c g`
and `c s` are nonzero, the quotient of successive energy errors tends to `(l s / l g) ^ 2`. -/
theorem successive_error_ratio (l c : ι → ℝ) {g s : ι} (hc : c g ≠ 0) (hcs : c s ≠ 0)
    (hs : l s ≠ 0) (hgap : |l s| < |l g|) (hrest : ∀ i, i ≠ g → i ≠ s → |l i| < |l s|) :
    Tendsto (fun k : ℕ => (l g - iterateEnergy l c (k + 1)) / (l g - iterateEnergy l c k))
      atTop (𝓝 ((l s / l g) ^ 2)) := by
  have hg : l g ≠ 0 := abs_pos.mp ((abs_nonneg _).trans_lt hgap)
  have hne : l g - l s ≠ 0 := fun h => hgap.ne' (by rw [sub_eq_zero.mp h])
  have hL : (l g - l s) * c s ^ 2 / c g ^ 2 ≠ 0 :=
    div_ne_zero (mul_ne_zero hne (pow_ne_zero 2 hcs)) (pow_ne_zero 2 hc)
  have h1 := exact_energy_rate l c hc hs hgap hrest
  have h2 := h1.comp (tendsto_add_atTop_nat 1)
  -- the rescaled errors have the same nonzero limit, so their quotient tends to one
  have h3 := (h2.div h1 hL).mul_const ((l s / l g) ^ 2)
  rw [div_self hL, one_mul] at h3
  have key : ∀ a b p r q : ℝ, p ≠ 0 → r * q = 1 → a * (p * r) / (b * p) * q = a / b := by
    intro a b p r q hp h
    calc a * (p * r) / (b * p) * q = a * (r * q) * p / (b * p) := by ring
      _ = a / b := by rw [h, mul_one, mul_div_mul_right _ _ hp]
  have hk : ∀ k : ℕ, (l g - iterateEnergy l c (k + 1)) * (l g / l s) ^ (2 * (k + 1)) /
      ((l g - iterateEnergy l c k) * (l g / l s) ^ (2 * k)) * (l s / l g) ^ 2 =
      (l g - iterateEnergy l c (k + 1)) / (l g - iterateEnergy l c k) := by
    intro k
    rw [mul_add, mul_one, pow_add]
    refine key _ _ _ _ _ (pow_ne_zero _ (div_ne_zero hg hs)) ?_
    rw [← mul_pow, div_mul_div_cancel₀ hs, div_self hg, one_pow]
  exact h3.congr hk

variable {E : Type*} [NormedAddCommGroup E] [InnerProductSpace ℂ E]

/-- Rayleigh quotient (real part) of the operator `A` in a nonzero state `x`. -/
def rayleigh (A : E →ₗ[ℂ] E) (x : E) : ℝ := (inner ℂ x (A x)).re / ‖x‖ ^ 2

/-- Applying `A` to a combination of eigenvectors `k` times multiplies each amplitude by
the `k`-th power of its eigenvalue. -/
theorem iterate_expansion {A : E →ₗ[ℂ] E} {b : ι → E} {l : ι → ℝ}
    (hA : ∀ i, A (b i) = (l i : ℂ) • b i) (c : ι → ℂ) (k : ℕ) :
    (A ^ k) (∑ i, c i • b i) = ∑ i, ((l i : ℂ) ^ k * c i) • b i := by
  induction k with
  | zero => simp
  | succ k ih =>
    rw [pow_succ', Module.End.mul_apply, ih, map_sum]
    refine Finset.sum_congr rfl fun i _ => ?_
    rw [map_smul, hA, smul_smul]
    congr 1
    ring

/-- For orthonormal eigenvectors with real eigenvalues, the Rayleigh quotient of the `k`-th
power iterate is `iterateEnergy` taken with the moduli of the complex amplitudes. -/
theorem rayleigh_iterate {A : E →ₗ[ℂ] E} {b : ι → E} {l : ι → ℝ} (hb : Orthonormal ℂ b)
    (hA : ∀ i, A (b i) = (l i : ℂ) • b i) (c : ι → ℂ) (k : ℕ) :
    rayleigh A ((A ^ k) (∑ i, c i • b i)) = iterateEnergy l (fun i => ‖c i‖) k := by
  -- overlaps of two iterates, by orthonormality
  have H : ∀ m : ℕ, (inner ℂ (∑ i, ((l i : ℂ) ^ k * c i) • b i)
      (∑ i, ((l i : ℂ) ^ m * c i) • b i)).re = ∑ i, l i ^ (k + m) * ‖c i‖ ^ 2 := by
    intro m
    rw [hb.inner_sum, Complex.re_sum]
    refine Finset.sum_congr rfl fun i _ => ?_
    have e : (starRingEnd ℂ) ((l i : ℂ) ^ k * c i) * ((l i : ℂ) ^ m * c i) =
        ((l i ^ (k + m) * ‖c i‖ ^ 2 : ℝ) : ℂ) := by
      rw [map_mul, map_pow, Complex.conj_ofReal]
      push_cast
      rw [← Complex.conj_mul', pow_add]
      ring
    rw [e, Complex.ofReal_re]
  have hn : ‖∑ i, ((l i : ℂ) ^ k * c i) • b i‖ ^ 2 = ∑ i, l i ^ (k + k) * ‖c i‖ ^ 2 :=
    (inner_self_eq_norm_sq (𝕜 := ℂ) _).symm.trans (H k)
  have h1 := iterate_expansion hA c (k + 1)
  rw [pow_succ', Module.End.mul_apply] at h1
  rw [rayleigh, h1, iterate_expansion hA c k, H, hn, iterateEnergy, two_mul, add_assoc]

/-- Exact energy rate for an operator: start from a combination of orthonormal eigenvectors with
`c g ≠ 0`, `|l g| > |l s| > 0` and all other eigenvalues smaller in modulus than `l s`. The error of
the Rayleigh quotient times `(l g / l s) ^ (2 * k)` tends to `(l g - l s) * ‖c s‖ ^ 2 / ‖c g‖ ^ 2`.
-/
theorem operator_energy_rate {A : E →ₗ[ℂ] E} {b : ι → E} {l : ι → ℝ} (hb : Orthonormal ℂ b)
    (hA : ∀ i, A (b i) = (l i : ℂ) • b i) (c : ι → ℂ) {g s : ι} (hc : c g ≠ 0)
    (hs : l s ≠ 0) (hgap : |l s| < |l g|) (hrest : ∀ i, i ≠ g → i ≠ s → |l i| < |l s|) :
    Tendsto (fun k : ℕ => (l g - rayleigh A ((A ^ k) (∑ i, c i • b i))) *
      (l g / l s) ^ (2 * k)) atTop (𝓝 ((l g - l s) * ‖c s‖ ^ 2 / ‖c g‖ ^ 2)) := by
  simp only [rayleigh_iterate hb hA c]
  exact exact_energy_rate l (fun i => ‖c i‖) (norm_ne_zero_iff.mpr hc) hs hgap hrest

/-- The levels 3, 2, -1 of a diagonal matrix, with the standard unit vectors, meet the
orthonormality and eigenvector relations. -/
theorem operator_energy_rate_witness :
    Orthonormal ℂ (fun i : Fin 3 => EuclideanSpace.single i (1 : ℂ)) ∧
    ∀ i : Fin 3, Matrix.toEuclideanLin
      (Matrix.diagonal fun j => ((![3, 2, -1] : Fin 3 → ℝ) j : ℂ))
      (EuclideanSpace.single i (1 : ℂ)) =
        ((![3, 2, -1] : Fin 3 → ℝ) i : ℂ) • EuclideanSpace.single i (1 : ℂ) := by
  refine ⟨EuclideanSpace.orthonormal_single, fun i => ?_⟩
  ext j
  change ((Matrix.diagonal fun j => ((![3, 2, -1] : Fin 3 → ℝ) j : ℂ)) *ᵥ
    (EuclideanSpace.single i (1 : ℂ)).ofLp) j = _
  rw [Matrix.mulVec_diagonal]
  fin_cases i <;> fin_cases j <;> simp

end

end PowerIterationEnergyRate
```

```lean
#print axioms PowerIterationEnergyRate.successive_error_ratio
#print axioms PowerIterationEnergyRate.rayleigh_iterate
#print axioms PowerIterationEnergyRate.operator_energy_rate
```

```
'PowerIterationEnergyRate.successive_error_ratio' depends on axioms: [propext, Classical.choice, Quot.sound]
'PowerIterationEnergyRate.rayleigh_iterate' depends on axioms: [propext, Classical.choice, Quot.sound]
'PowerIterationEnergyRate.operator_energy_rate' depends on axioms: [propext, Classical.choice, Quot.sound]
```

## A rate together with its constant

Repeated application of $A$ amplifies, relative to the others, the component of the start vector whose eigenvalue is largest in modulus, and the Rayleigh quotient then estimates that eigenvalue. The limit says how good the estimate is after many steps:

$$l_g-R_k\approx (l_g-l_s)\,\frac{|c_s|^2}{|c_g|^2}\left(\frac{l_s}{l_g}\right)^{2k}\qquad(c_s\neq0).$$

The spectrum fixes the decay factor and the gap; the start vector enters only through the ratio of two populations. That ratio is the same for the normalised populations $p_i=|c_i|^2/\sum_j|c_j|^2$, so the constant is $(l_g-l_s)p_s/p_g$. If $c_s=0$, the limit is zero and the theorem gives only that the error is of smaller order than $(l_s/l_g)^{2k}$.

In electronic structure one may take $A=\sigma-H$, with $H$ a finite Hermitian Hamiltonian matrix and $\sigma$ a real shift that makes the ground state dominant. The error $l_g-R_k$ is then the energy expectation value of the iterate minus the ground-state energy.

## Operators, levels and amplitudes in Lean

The finite type `ι` labels the eigenvectors. The function `l` gives their eigenvalues, often written $\lambda_i$, and `g` and `s` label the dominant and the subdominant level. "Energy" in the Lean names means an eigenvalue or a Rayleigh quotient of the iterated operator `A`, which need not be the Hamiltonian itself.

`iterateEnergy l c k` is the spectral formula for $R_k$ with real coefficients. `rayleigh A x` is $\mathrm{Re}\langle x,Ax\rangle/\|x\|^2$ on a complex inner product space `E`. The inner product is conjugate-linear in its first argument, as in Dirac notation. The iterates are left unnormalised, which does not affect this quotient.

`operator_energy_rate` is the statement at the top. Its hypotheses `hb` and `hA` say that the vectors `b i` are orthonormal and are eigenvectors of `A`; `hc`, `hs`, `hgap` and `hrest` are the conditions on the amplitude and the eigenvalues. `E` may have infinite dimension, but the start vector is a finite sum. The family need not be a basis. For a finite Hermitian matrix the spectral theorem supplies an orthonormal basis of eigenvectors, which satisfies `hb` and `hA`; the conditions on the eigenvalues and on $c_g$ are separate. Negative eigenvalues are allowed.

The condition `hrest` leaves only one listed level with modulus $|l_s|$. `shell_energy_rate`, stated for the spectral formula, removes this restriction: degenerate levels, or levels $l_s$ and $-l_s$, contribute together, and the limit becomes

$$\frac{1}{c_g^2}\sum_{i:\,|l_i|=|l_s|}(l_g-l_i)\,c_i^2 .$$

`successive_error_ratio` adds that, for a single subdominant level with $c_s\neq0$, the quotient of successive errors tends to $(l_s/l_g)^2$.

The theorems concern the vectors $A^k\psi$ themselves. Passing to a computed sequence, in which each matrix-vector product is rounded, needs a separate error estimate.

## From populations to the limit

Each application of $A$ multiplies the amplitude on $b_i$ by $l_i$, so

$$A^k\psi=\sum_i l_i^k c_i b_i .$$

Orthonormality removes the cross terms from the norm and from the expectation value:

$$R_k=\frac{\sum_i l_i^{2k+1}|c_i|^2}{\sum_i l_i^{2k}|c_i|^2}.$$

The denominator is positive because its $g$ term is positive and no term is negative. Putting $l_g$ over the same denominator gives the error as a mean of gaps, weighted by the populations of the iterate:

$$l_g-R_k=\frac{\sum_i (l_g-l_i)\,l_i^{2k}|c_i|^2}{\sum_i l_i^{2k}|c_i|^2}.$$

Now multiply by $(l_g/l_s)^{2k}$, which divides the numerator by $l_s^{2k}$ and the denominator by $l_g^{2k}$:

$$(l_g-R_k)\left(\frac{l_g}{l_s}\right)^{2k}=\frac{\sum_i (l_g-l_i)(l_i/l_s)^{2k}|c_i|^2}{\sum_i (l_i/l_g)^{2k}|c_i|^2}.$$

In the numerator, the factor $(l_g/l_s)^{2k}$ of the $g$ term grows without bound, but its gap $l_g-l_g$ is zero, so the term is absent. The $s$ term is constant, and all others tend to zero because $|l_i/l_s|<1$. In the denominator the $g$ term equals $|c_g|^2$ and the rest tend to zero. Both sums are finite, so the limits may be taken term by term, and their quotient is $(l_g-l_s)|c_s|^2/|c_g|^2$.

For successive errors, divide the rescaled error at step $k+1$ by the one at step $k$. When $c_s\neq0$ both have the same nonzero limit, so this quotient tends to one. Multiplying it by $(l_s/l_g)^2$ leaves the quotient of the errors themselves, which therefore tends to $(l_s/l_g)^2$.

## The same steps in the Lean proof

`energy_error` proves the weighted-mean formula, with `hD` supplying the positive denominator. `ratio_limit` treats even powers of a ratio of modulus at most one: they tend to one if the moduli agree and to zero otherwise. Even powers make the sign of the ratio irrelevant.

In `shell_energy_rate`, `hnum` and `hden` are the limits of the rescaled numerator and denominator, obtained term by term with `tendsto_finsetSum`. The case `i = g` in `hnum` is the vanishing gap. The identity `hk` is the rescaling step, and `hnum.div hden` takes the quotient of the limits. `exact_energy_rate` then reduces the shell sum to its one member `s`.

`successive_error_ratio` composes the limit with the shift $k\mapsto k+1$, divides by the unshifted limit and cancels the scale factors through `key`.

On the operator side, `iterate_expansion` finds the amplitudes by induction on `k`. In `rayleigh_iterate`, the auxiliary identity `H` computes the overlap of the iterates with powers `k` and `m`: $m=k$ gives the squared norm, and $m=k+1$ gives the expectation value of `A`. Complex phases disappear there, because each amplitude meets its own conjugate. `operator_energy_rate` substitutes this formula into the spectral result.

## Two levels, and the levels 3, 2, −1

The smallest case has only the levels $g$ and $s$. The rescaled error is then, at every $k$,

$$\frac{(l_g-l_s)|c_s|^2}{|c_g|^2+(l_s/l_g)^{2k}|c_s|^2},$$

and the second term of the denominator is the only correction to the limit.

For three levels, take the diagonal matrix of `operator_energy_rate_witness`, which verifies the orthonormality and eigenvector relations for the unit vectors. With $l_0=3$, $l_1=2$, $l_2=-1$, the dominant level is $g=0$ and the subdominant one is $s=1$. Let the normalised start vector have all amplitudes equal to $1/\sqrt3$. The common factor cancels, and

$$3-R_k=\frac{4^k+4}{9^k+4^k+1}.$$

| $k$ | $3-R_k$ | $(3-R_k)(9/4)^k$ |
|---|---|---|
| 0 | $5/3$ | 1.667 |
| 1 | $4/7$ | 1.286 |
| 2 | $10/49$ | 1.033 |
| 3 | $34/397$ | 0.976 |

The predicted limit is $(3-2)\cdot1=1$. The last column passes below this value before approaching it: the contribution of the level $-1$ to the numerator fades as $4^{-k}$, while the leading correction in the denominator fades more slowly, as $(4/9)^k$.
